# With hopping -1, zero on-site energy and zero amplitude just beyond the ends, an open chain's Hamiltonian gives minus the sum of neighbouring amplitudes

The model is one particle on a finite open chain of `N` sites, with zero on-site energy and hopping `-1` between nearest neighbours. The real amplitudes are the values of `ψ` at positions 1 to `N`, need not be normalised, and are extended by `ψ 0 = 0` and `ψ (N + 1) = 0`. The theorem says that applying the Hamiltonian matrix gives, at each site, minus the sum of the amplitudes at the two adjacent positions, so the end sites obey the same formula as the interior. The proof tries to write the matrix-vector product as a sum of two conditional terms, one for each neighbour, and then evaluates each sum, using the boundary conditions where a neighbour is missing.

An attempt in Lean 4 with a fault in it:

```lean
import Mathlib

open Matrix

namespace PathMulVec

noncomputable section

/-- Hamiltonian of an open chain of `N` sites with hopping `-1` between neighbours. -/
def pathH (N : ℕ) : Matrix (Fin N) (Fin N) ℝ :=
  Matrix.of fun i j => if (i : ℕ) + 1 = j ∨ (j : ℕ) + 1 = i then -1 else 0

/-- On amplitudes that vanish just outside both ends, the chain Hamiltonian gives minus the
sum of the two neighbouring amplitudes. -/
theorem path_mulVec (N : ℕ) (ψ : ℕ → ℝ) (h0 : ψ 0 = 0) (hN : ψ (N + 1) = 0) (i : Fin N) :
    (pathH N *ᵥ fun j : Fin N => ψ ((j : ℕ) + 1)) i = -(ψ i + ψ ((i : ℕ) + 2)) := by
  have key : (pathH N *ᵥ fun j : Fin N => ψ ((j : ℕ) + 1)) i =
      ∑ j ∈ Finset.range N, ((if j = (i : ℕ) + 1 then -ψ ((i : ℕ) + 2) else 0) +
        (if j + 1 = (i : ℕ) then -ψ i else 0)) := by
    rw [← Fin.sum_univ_eq_sum_range (fun j => (if j = (i : ℕ) + 1 then -ψ ((i : ℕ) + 2) else 0) +
        (if j + 1 = (i : ℕ) then -ψ i else 0))]
    refine Finset.sum_congr rfl fun j _ => ?_
    simp only [pathH, Matrix.of_apply]
    by_cases h1 : (j : ℕ) = (i : ℕ) + 1
    · have h2 : ¬ (j : ℕ) + 1 = i := by omega
      have h3 : ψ ((j : ℕ) + 1) = ψ ((i : ℕ) + 2) := by rw [h1]
      rw [if_pos (Or.inl h1.symm), if_pos h1, if_neg h2, h3]
      ring
    · by_cases h2 : (j : ℕ) + 1 = i
      · rw [if_pos (Or.inr h2), if_neg h1, if_pos h2, h2]
        ring
      · rw [if_neg (by omega), if_neg h1, if_neg h2]
        ring
  have hA : (if (i : ℕ) + 1 ∈ Finset.range N then -ψ ((i : ℕ) + 2) else 0)
      = -ψ ((i : ℕ) + 2) := by
    split_ifs with h
    · rfl
    · have h' : (i : ℕ) + 2 = N + 1 := by
        have := i.isLt
        rw [Finset.mem_range] at h
        omega
      rw [h', hN, neg_zero]
  have hB : ∀ p, p < N →
      ∑ j ∈ Finset.range N, (if j + 1 = p then -ψ p else 0) = -ψ p := by
    intro p hp
    cases p with
    | zero => simp [h0]
    | succ q =>
      rw [Finset.sum_eq_single q]
      · simp
      · intro b _ hb
        rw [if_neg (by omega)]
      · intro hq
        exact absurd (Finset.mem_range.2 (by omega)) hq
  rw [key, Finset.sum_add_distrib, Finset.sum_ite_eq', hA, hB i i.isLt]
  ring

end

end PathMulVec
```

Lean reports:

```
Main.lean:22:11: error: typeclass instance problem is stuck
  AddCommMonoid ?m.144

Note: Lean will not try to resolve this typeclass instance problem because the type argument to `AddCommMonoid` is a metavariable. This argument must be fully determined before Lean will try to resolve the typeclass.

Hint: Adding type annotations and supplying implicit arguments to functions can give Lean more information for typeclass resolution. For example, if you have a variable `x` that you intend to be a `Nat`, but Lean reports it as having an unresolved type like `?m`, replacing `x` with `(x : Nat)` can get typeclass resolution un-stuck.
```

What went wrong. The error is at `Finset.sum_congr`, which proves two finite sums equal by comparing their terms. Lean needs an `AddCommMonoid` structure on the type in which the sums take their values, but that type was still undetermined, so the instance search was stuck.

The preceding `rw` had turned the right side of the goal into a sum over `Fin N`, but the left side was still the matrix-vector product `(pathH N *ᵥ …) i`. That is a sum by definition, but it is not written as one, and Lean did not unfold it to fit the lemma here.

The added `change` line restates the left side as `∑ j : Fin N, pathH N i j * ψ ((j : ℕ) + 1)`, which is equal to it by definition, and leaves the right side to be filled in from the goal. Both sides are now explicit sums of real numbers, so `Finset.sum_congr` can read off the type and reduce the goal to an equality of terms for each `j`. The rest of the proof is unchanged.

The repair, with which the file compiles:

```diff
@@ -20,4 +20,5 @@
     rw [← Fin.sum_univ_eq_sum_range (fun j => (if j = (i : ℕ) + 1 then -ψ ((i : ℕ) + 2) else 0) +
         (if j + 1 = (i : ℕ) then -ψ i else 0))]
+    change ∑ j : Fin N, pathH N i j * ψ ((j : ℕ) + 1) = _
     refine Finset.sum_congr rfl fun j _ => ?_
     simp only [pathH, Matrix.of_apply]
```
